# The adiabatic-to-diabatic transformation along one coordinate: orthogonality for antisymmetric couplings, and the two-state rotation

When a molecule passes through an avoided crossing, its adiabatic electronic states change character over a short distance. Let \(x\) be the nuclear coordinate and \(\varphi_i(x)\) real, orthonormal adiabatic states. The change appears in the derivative couplings \(F_{ij}=\langle\varphi_i|\partial_x\varphi_j\rangle\), which can be sharply peaked and awkward in a calculation of the nuclear motion. Can a change of electronic basis remove them, and is that change orthogonal?

Write the molecular wavefunction as \(\sum_j\chi_j\varphi_j\), with nuclear amplitudes \(\chi_j(x)\). Differentiating and projecting on \(\varphi_i\) gives \(\chi_i'+\sum_jF_{ij}\chi_j\), so the derivative acts on the amplitudes as \(d/dx+F\). Differentiating \(\langle\varphi_i|\varphi_j\rangle=\delta_{ij}\) gives \(F_{ji}+F_{ij}=0\), so \(F\) is antisymmetric.

For a finite group of states, taking \((d/dx+F)^2\) as the full kinetic coupling is an approximation: it neglects the coupling to electronic states outside the group. The restriction to one coordinate also matters. With several nuclear coordinates, a finite group of states generally has no change of basis that removes the couplings along all of them at once.

## The equation for the transformation

The electronic states are labelled by an arbitrary finite type `n`.

```lean
import Mathlib

open Matrix

namespace AdiabaticToDiabatic

noncomputable section

variable {n : Type*} [Fintype n]
```

New amplitudes \(\eta\) are introduced by \(\chi=A\eta\), with a matrix \(A(x)\). The product rule gives

\[
\Big(\frac{d}{dx}+F\Big)(A\eta)=(A'+FA)\,\eta+A\eta'.
\]

The coupling term disappears if \(A'+FA=0\). `SolvesADT F A` states this for each entry: \(A_{ij}\) has derivative \(-(FA)_{ij}\) at every real \(x\). The existence of such an \(A\) is a hypothesis in the general theorems; a solution is constructed only for two states.

```lean
/-- The adiabatic-to-diabatic transformation equation `A' + F A = 0`, read entry by entry. -/
def SolvesADT (F A : ℝ → Matrix n n ℝ) : Prop :=
  ∀ x i j, HasDerivAt (fun t => A t i j) (-(F x * A x) i j) x
```

Amplitudes are real vector functions, differentiated component by component.

```lean
/-- The componentwise derivative of a vector of nuclear amplitudes, meant for
differentiable amplitudes. -/
def vderiv (η : ℝ → n → ℝ) : ℝ → n → ℝ :=
  fun x i => deriv (fun t => η t i) x
```

The operator \(d/dx+F\) then sends \(\chi\) to \(\chi'+F\chi\), where `*ᵥ` is the matrix-vector product.

```lean
/-- The dressed derivative `d/dx + F` acting on differentiable nuclear amplitudes. -/
def dressedDeriv (F : ℝ → Matrix n n ℝ) (χ : ℝ → n → ℝ) : ℝ → n → ℝ :=
  fun x => vderiv χ x + F x *ᵥ χ x
```

## Antisymmetry conserves \(A^{\mathsf T}B\)

Let \(A\) and \(B\) both solve the equation. Since \((A^{\mathsf T}B)_{ij}=\sum_kA_{ki}B_{kj}\),

\[
(A^{\mathsf T}B)'_{ij}=-\sum_k\big[(FA)_{ki}B_{kj}+A_{ki}(FB)_{kj}\big]
=-\big[A^{\mathsf T}(F^{\mathsf T}+F)B\big]_{ij}.
\]

The name `hasDerivAt_overlap` refers to this matrix product, not to an overlap integral of electronic wavefunctions. In the proof, `HasDerivAt.fun_sum` with `fun_mul` is the product rule under the sum over \(k\), and `key` collects the two terms into one matrix product.

```lean
/-- For two solutions `A` and `B` of the transformation equation, the derivative of `Aᵀ B`
is `-Aᵀ (Fᵀ + F) B`. -/
theorem hasDerivAt_overlap {F A B : ℝ → Matrix n n ℝ}
    (hA : SolvesADT F A) (hB : SolvesADT F B) (t : ℝ) (i j : n) :
    HasDerivAt (fun s => ((A s)ᵀ * B s) i j)
      (-((A t)ᵀ * ((F t)ᵀ + F t) * B t) i j) t := by
  have key : (F t * A t)ᵀ * B t + (A t)ᵀ * (F t * B t)
      = (A t)ᵀ * ((F t)ᵀ + F t) * B t := by
    rw [Matrix.transpose_mul, Matrix.mul_add, Matrix.add_mul,
      Matrix.mul_assoc (A t)ᵀ (F t) (B t)]
  have e : ∑ k, (F t * A t) k i * B t k j + ∑ k, A t k i * (F t * B t) k j
      = ((A t)ᵀ * ((F t)ᵀ + F t) * B t) i j := by
    rw [← key]
    rfl
  -- product rule, summed over the intermediate electronic state
  have h1 := HasDerivAt.fun_sum (u := Finset.univ)
    (fun k _ => (hA t k i).fun_mul (hB t k j))
  refine h1.congr_deriv ?_
  rw [← e]
  simp only [neg_mul, mul_neg, Finset.sum_add_distrib, Finset.sum_neg_distrib]
  ring
```

If \(F^{\mathsf T}=-F\), the right-hand side is zero. Each entry of \(A^{\mathsf T}B\) has zero derivative on the whole line and is therefore constant:

\[
A(x)^{\mathsf T}B(x)=A(0)^{\mathsf T}B(0).
\]

```lean
/-- For antisymmetric couplings, `Aᵀ B` keeps its initial value for any two solutions. -/
theorem overlap_const {F A B : ℝ → Matrix n n ℝ} (hF : ∀ x, (F x)ᵀ = -F x)
    (hA : SolvesADT F A) (hB : SolvesADT F B) (x : ℝ) :
    (A x)ᵀ * B x = (A 0)ᵀ * B 0 := by
  ext i j
  have h : ∀ t, HasDerivAt (fun s => ((A s)ᵀ * B s) i j) 0 t := fun t =>
    (hasDerivAt_overlap hA hB t i j).congr_deriv (by simp [hF t])
  exact is_const_of_deriv_eq_zero (fun t => (h t).differentiableAt)
    (fun t => (h t).deriv) x 0
```

The condition \(A(0)=1\) chooses a reference geometry at which the new electronic states coincide with the adiabatic ones. Setting \(B=A\) gives

\[
A(x)^{\mathsf T}A(x)=1\quad\text{for every }x.
\]

Without antisymmetry this can fail. For a single state with \(F=1\), the solution is \(A=e^{-x}\), and \(A^{\mathsf T}A=e^{-2x}\) differs from 1 away from the origin.

```lean
/-- For antisymmetric couplings, the solution that starts from the identity is orthogonal
at every geometry. -/
theorem orthogonal_of_antisymm [DecidableEq n] {F A : ℝ → Matrix n n ℝ}
    (hF : ∀ x, (F x)ᵀ = -F x) (hA : SolvesADT F A) (h0 : A 0 = 1) (x : ℝ) :
    (A x)ᵀ * A x = 1 := by
  rw [overlap_const hF hA hA x, h0, Matrix.transpose_one, Matrix.one_mul]
```

## Orthogonality in turn requires antisymmetry

Suppose that a solution satisfies \(A^{\mathsf T}A=1\) everywhere. The derivative of this constant is zero, so the formula above with \(B=A\) gives

\[
A^{\mathsf T}(F^{\mathsf T}+F)A=0.
\]

For square matrices \(A^{\mathsf T}A=1\) implies \(AA^{\mathsf T}=1\). Multiplying by \(A\) on the left and \(A^{\mathsf T}\) on the right leaves \(F^{\mathsf T}+F=0\).

In Lean, `hz` compares two derivatives of the same function, `hr` reverses the order of the product, and the `calc` block does the cancellation. No value of \(A(0)\) is prescribed here.

```lean
/-- Conversely, if a solution is orthogonal at every geometry, the couplings are
antisymmetric. -/
theorem antisymm_of_orthogonal [DecidableEq n] {F A : ℝ → Matrix n n ℝ}
    (hA : SolvesADT F A) (hO : ∀ x, (A x)ᵀ * A x = 1) (x : ℝ) :
    (F x)ᵀ = -F x := by
  have hz : (A x)ᵀ * ((F x)ᵀ + F x) * A x = 0 := by
    ext i j
    have d := hasDerivAt_overlap hA hA x i j
    simp only [hO] at d
    exact neg_eq_zero.mp (d.unique (hasDerivAt_const x _))
  have hr : A x * (A x)ᵀ = 1 := mul_eq_one_comm.mp (hO x)
  -- cancel the orthogonal matrices on both sides
  have hs : (F x)ᵀ + F x = 0 := by
    calc (F x)ᵀ + F x = (A x * (A x)ᵀ) * ((F x)ᵀ + F x) * (A x * (A x)ᵀ) := by
          rw [hr, Matrix.one_mul, Matrix.mul_one]
      _ = A x * ((A x)ᵀ * ((F x)ᵀ + F x) * A x) * (A x)ᵀ := by
          simp only [Matrix.mul_assoc]
      _ = 0 := by rw [hz, Matrix.mul_zero, Matrix.zero_mul]
  exact eq_neg_of_add_eq_zero_left hs
```

## One transformation for each reference geometry

Let \(F\) be antisymmetric and let \(A\) and \(B\) both start from the identity. Then \(A^{\mathsf T}B=1\) by conservation and \(AA^{\mathsf T}=1\) by orthogonality, so

\[
A=A(A^{\mathsf T}B)=(AA^{\mathsf T})B=B.
\]

This argument uses no continuity of \(F\).

```lean
/-- For antisymmetric couplings, two solutions that both start from the identity coincide. -/
theorem solution_unique [DecidableEq n] {F A B : ℝ → Matrix n n ℝ}
    (hF : ∀ x, (F x)ᵀ = -F x) (hA : SolvesADT F A) (hB : SolvesADT F B)
    (hA0 : A 0 = 1) (hB0 : B 0 = 1) : A = B := by
  funext x
  have hr : A x * (A x)ᵀ = 1 :=
    mul_eq_one_comm.mp (orthogonal_of_antisymm hF hA hA0 x)
  have hAB : (A x)ᵀ * B x = 1 := by
    rw [overlap_const hF hA hB x, hA0, hB0, Matrix.transpose_one, Matrix.one_mul]
  calc A x = A x * ((A x)ᵀ * B x) := by rw [hAB, Matrix.mul_one]
    _ = B x := by rw [← Matrix.mul_assoc, hr, Matrix.one_mul]
```

## The couplings leave the kinetic operator

In components, with \(\eta\) differentiable,

\[
(A\eta)'_i=\sum_j\big[-(FA)_{ij}\eta_j+A_{ij}\eta_j'\big],
\qquad
(FA\eta)_i=\sum_j(FA)_{ij}\eta_j .
\]

Adding the two gives \((d/dx+F)(A\eta)=A\eta'\). Antisymmetry and the initial value play no part.

The proof writes out the same sums: `e3` is the product rule, `e1` the coupling term and `e2` the surviving term. Differentiability of \(\eta\) is assumed because Lean's `deriv` returns zero where no derivative exists.

```lean
/-- The transformation removes the derivative coupling: `(d/dx + F)(A η) = A η'` for
differentiable amplitudes `η` and any solution `A`. -/
theorem dressedDeriv_transform {F A : ℝ → Matrix n n ℝ} (hA : SolvesADT F A)
    {η : ℝ → n → ℝ} (hη : ∀ i, Differentiable ℝ (fun t => η t i)) :
    dressedDeriv F (fun t => A t *ᵥ η t) = fun x => A x *ᵥ vderiv η x := by
  funext x i
  have h1 := HasDerivAt.fun_sum (u := Finset.univ)
    (fun j _ => (hA x i j).fun_mul (hη j x).hasDerivAt)
  have e1 : (F x *ᵥ (A x *ᵥ η x)) i = ∑ j, (F x * A x) i j * η x j := by
    rw [Matrix.mulVec_mulVec]
    rfl
  have e2 : (A x *ᵥ vderiv η x) i = ∑ j, A x i j * deriv (fun t => η t j) x := rfl
  have e3 : vderiv (fun t => A t *ᵥ η t) x i = _ := h1.deriv
  change vderiv (fun t => A t *ᵥ η t) x i + (F x *ᵥ (A x *ᵥ η x)) i = _
  -- the term from `A'` cancels the coupling term
  rw [e3, e1, e2]
  simp only [neg_mul, Finset.sum_add_distrib, Finset.sum_neg_distrib]
  ring
```

The result has the same form as the starting expression, with \(\eta'\) in place of \(\eta\). If \(\eta'\) is also differentiable, a second application gives

\[
\Big(\frac{d}{dx}+F\Big)^2(A\eta)=\Big(\frac{d}{dx}+F\Big)(A\eta')=A\eta''.
\]

The two rewrites in the proof are these two applications.

```lean
/-- The squared dressed derivative becomes a plain second derivative,
`(d/dx + F)² (A η) = A η''`, for twice differentiable `η` and any solution `A`. -/
theorem dressedDeriv_sq_transform {F A : ℝ → Matrix n n ℝ} (hA : SolvesADT F A)
    {η : ℝ → n → ℝ} (hη : ∀ i, Differentiable ℝ (fun t => η t i))
    (hη' : ∀ i, Differentiable ℝ (fun t => vderiv η t i)) :
    dressedDeriv F (dressedDeriv F (fun t => A t *ᵥ η t))
      = fun x => A x *ᵥ vderiv (vderiv η) x := by
  rw [dressedDeriv_transform hA hη, dressedDeriv_transform hA hη']
```

For a finite group of states along one coordinate, this moves the coupling in the nuclear Schrödinger equation from the kinetic energy into the potential. Let \(V\) be the diagonal matrix of adiabatic energies and \(A\) the solution with \(A(0)=1\), which is orthogonal because \(F\) is antisymmetric. Since \(A^{\mathsf T}A=1\), multiplying the equation for \(A\eta\) by \(A^{\mathsf T}\) leaves \(\eta''\) in the kinetic term and the potential matrix \(A^{\mathsf T}VA\). This last step is ordinary algebra added here; \(V\) does not occur in the Lean statements.

## Two states: a rotation through the integrated coupling

Label the states 0 and 1, as Lean does, and let \(f=F_{01}\). Then

\[
F=\begin{pmatrix}0&f\\-f&0\end{pmatrix}.
\]

```lean
/-- The two-state derivative coupling matrix with off-diagonal element `f`. -/
def coupling (f : ℝ → ℝ) (x : ℝ) : Matrix (Fin 2) (Fin 2) ℝ :=
  !![0, f x; -f x, 0]
```

The mixing angle is the coupling accumulated from the reference geometry,

\[
\theta(x)=\int_0^xf(t)\,dt .
\]

```lean
/-- The mixing angle: the integral of the coupling `f` from `0` to `x`, for continuous `f`. -/
def mixingAngle (f : ℝ → ℝ) (x : ℝ) : ℝ := ∫ t in (0 : ℝ)..x, f t
```

The candidate for the transformation is the rotation

\[
R(\theta)=\begin{pmatrix}\cos\theta&-\sin\theta\\ \sin\theta&\cos\theta\end{pmatrix}.
\]

```lean
/-- The rotation of two electronic states through the angle `θ`. -/
def rotation (θ : ℝ) : Matrix (Fin 2) (Fin 2) ℝ :=
  !![Real.cos θ, -Real.sin θ; Real.sin θ, Real.cos θ]
```

For continuous \(f\), the fundamental theorem of calculus gives \(\theta'=f\). The chain rule then yields

\[
\frac{d}{dx}R(\theta)=f\begin{pmatrix}-\sin\theta&-\cos\theta\\ \cos\theta&-\sin\theta\end{pmatrix}
=-F\,R(\theta),
\]

and \(\theta(0)=0\) gives \(R(\theta(0))=1\).

Integrability of \(f\) alone would not suffice. If \(f\) is 0 for \(x<0\) and 1 for \(x\ge0\), then \(\theta=\max(x,0)\), and \(\sin\theta\) has one-sided derivatives 0 and 1 at the origin, so the rotation does not solve the equation there.

In the proof, `hθ` is the fundamental theorem, `hc` and `hs` are the derivatives of \(\cos\theta\) and \(\sin\theta\), and `fin_cases` runs through the four matrix entries.

```lean
/-- The two-state coupling matrix is antisymmetric, and for continuous `f` the rotation
through the mixing angle solves the transformation equation and starts from the identity. -/
theorem rotation_witness {f : ℝ → ℝ} (hf : Continuous f) :
    (∀ x, (coupling f x)ᵀ = -coupling f x) ∧
    SolvesADT (coupling f) (fun x => rotation (mixingAngle f x)) ∧
    rotation (mixingAngle f 0) = 1 := by
  refine ⟨fun x => ?_, fun x i j => ?_, ?_⟩
  · ext i j
    fin_cases i <;> fin_cases j <;> simp [coupling]
  · -- the mixing angle has derivative `f`
    have hθ : HasDerivAt (mixingAngle f) (f x) x :=
      (hf.integral_hasStrictDerivAt 0 x).hasDerivAt
    have hc := hθ.cos
    have hs := hθ.sin
    fin_cases i <;> fin_cases j
    · exact hc.congr_deriv (by
        simp [coupling, rotation, Matrix.mul_apply, Fin.sum_univ_two, mul_comm])
    · exact hs.fun_neg.congr_deriv (by
        simp [coupling, rotation, Matrix.mul_apply, Fin.sum_univ_two, mul_comm])
    · exact hs.congr_deriv (by
        simp [coupling, rotation, Matrix.mul_apply, Fin.sum_univ_two, mul_comm])
    · exact hc.congr_deriv (by
        simp [coupling, rotation, Matrix.mul_apply, Fin.sum_univ_two, mul_comm])
  · simp [rotation, mixingAngle, Matrix.one_fin_two]
```

The rotation is thus a solution, and by uniqueness any other solution with \(A(0)=1\) equals it. For continuous \(f\),

\[
A'+FA=0\ \text{ and }\ A(0)=1
\quad\Longleftrightarrow\quad
A(x)=R(\theta(x))\ \text{ for all }x .
\]

The forward direction applies `solution_unique`; the reverse direction is the calculation just made.

```lean
/-- For two states with continuous coupling `f`, a matrix function solves the transformation
equation with value `1` at the origin exactly when it is the rotation through the mixing angle. -/
theorem two_state_solution_iff {f : ℝ → ℝ} (hf : Continuous f)
    (A : ℝ → Matrix (Fin 2) (Fin 2) ℝ) :
    (SolvesADT (coupling f) A ∧ A 0 = 1) ↔ A = fun x => rotation (mixingAngle f x) := by
  obtain ⟨hF, hR, hR0⟩ := rotation_witness hf
  constructor
  · rintro ⟨hA, hA0⟩
    exact solution_unique hF hA hR hA0 hR0
  · rintro rfl
    exact ⟨hR, hR0⟩

end

end AdiabaticToDiabatic
```

```lean
#print axioms AdiabaticToDiabatic.antisymm_of_orthogonal
-- 'AdiabaticToDiabatic.antisymm_of_orthogonal' depends on axioms: [propext, Classical.choice, Quot.sound]
#print axioms AdiabaticToDiabatic.dressedDeriv_sq_transform
-- 'AdiabaticToDiabatic.dressedDeriv_sq_transform' depends on axioms: [propext, Classical.choice, Quot.sound]
#print axioms AdiabaticToDiabatic.two_state_solution_iff
-- 'AdiabaticToDiabatic.two_state_solution_iff' depends on axioms: [propext, Classical.choice, Quot.sound]
```

## From tabulated couplings to a diabatic potential

In a two-state calculation along one coordinate, an electronic-structure program supplies the adiabatic energies \(V_0,V_1\) and the coupling \(f\) on a grid. The signs of the electronic wavefunctions are first made consistent from point to point, since reversing one state reverses \(f\). Numerical quadrature then gives \(\theta\), and the diabatic potential matrix \(W=A^{\mathsf T}VA\) has the entries

\[
\begin{aligned}
W_{00}&=V_0\cos^2\theta+V_1\sin^2\theta,\\
W_{11}&=V_0\sin^2\theta+V_1\cos^2\theta,\\
W_{01}&=W_{10}=(V_1-V_0)\sin\theta\cos\theta .
\end{aligned}
\]

The nuclear motion is then propagated with \(W\) and a kinetic energy that is diagonal in the electronic label.

With more states, \(A\) can be advanced over a grid spacing \(h\) by

\[
A(x+h)\approx e^{-hF(x+h/2)}A(x).
\]

The exponential of an antisymmetric matrix is orthogonal, so each such step preserves the orthogonality of \(A\).
